# Re-evaluating a gapped ground-state energy after screening leaves at most a second-order error

After finding the lowest eigenvector of a Hamiltonian matrix built from screened integrals, one can recompute its energy with the accurate matrix. If the accurate ground state is separated by a gap, the remaining error is at most of second order in the norm of the screening error.

```lean
import Mathlib

open Module

namespace IntegralScreening

noncomputable section

variable {F : Type*} [NormedAddCommGroup F] [InnerProductSpace ℝ F]

/-- `v` is a unit eigenvector of `A` whose eigenvalue `E` is the lowest one. -/
structure IsGroundVector (A : F →ₗ[ℝ] F) (E : ℝ) (v : F) : Prop where
  unit : ‖v‖ = 1
  eigen : A v = E • v
  lowest : ∀ (μ : ℝ) (x : F), x ≠ 0 → A x = μ • x → E ≤ μ

/-- `E` is a simple eigenvalue of `A` with unit eigenvector `u`, and every other eigenvalue
is at least `E + G`. -/
structure HasGap (A : F →ₗ[ℝ] F) (E G : ℝ) (u : F) : Prop where
  unit : ‖u‖ = 1
  eigen : A u = E • u
  simple : ∀ x : F, A x = E • x → ∃ c : ℝ, x = c • u
  gap : ∀ (μ : ℝ) (x : F), x ≠ 0 → A x = μ • x → μ ≠ E → E + G ≤ μ

/-- The part of `v` orthogonal to the unit vector `u`. -/
def excited (u v : F) : F := v - (inner ℝ u v : ℝ) • u

/-- In finite dimension, if every eigenvector of a symmetric `A` that overlaps with `x` has
eigenvalue at least `m`, then `⟨x, A x⟩` is at least `m ‖x‖²`. -/
theorem rayleigh_lower [FiniteDimensional ℝ F] {A : F →ₗ[ℝ] F} (hA : A.IsSymmetric)
    {m : ℝ} {x : F}
    (h : ∀ (μ : ℝ) (y : F), y ≠ 0 → A y = μ • y → inner ℝ y x = 0 ∨ m ≤ μ) :
    m * ‖x‖ ^ 2 ≤ inner ℝ x (A x) := by
  obtain ⟨b, hb⟩ : ∃ b : OrthonormalBasis (Fin (finrank ℝ F)) ℝ F,
      ∀ i, ∃ μ : ℝ, A (b i) = μ • b i :=
    ⟨hA.eigenvectorBasis rfl, fun i =>
      ⟨hA.eigenvalues rfl i, hA.apply_eigenvectorBasis rfl i⟩⟩
  -- expand both sides in the eigenbasis and compare term by term
  rw [← real_inner_self_eq_norm_sq, ← b.sum_inner_mul_inner x x,
    ← b.sum_inner_mul_inner x (A x), Finset.mul_sum]
  apply Finset.sum_le_sum
  intro i _
  obtain ⟨μ, hμ⟩ := hb i
  have h2 : inner ℝ (b i) (A x) = μ * inner ℝ (b i) x := by
    rw [← hA (b i) x, hμ, real_inner_smul_left]
  have h3 : inner ℝ x (b i) = inner ℝ (b i) x := real_inner_comm _ _
  rw [h2, h3]
  rcases h μ (b i) (b.orthonormal.ne_zero i) hμ with h0 | hm
  · rw [h0]; simp
  · nlinarith [mul_nonneg (sub_nonneg.2 hm) (sq_nonneg (inner ℝ (b i) x))]

/-- In finite dimension, for symmetric `H` with `HasGap H E0 G u`, the excited part `w` of any
vector satisfies `(E0 + G) ‖w‖² ≤ ⟨w, H w⟩`. -/
theorem excited_energy_ge [FiniteDimensional ℝ F] {H : F →ₗ[ℝ] F} {E0 G : ℝ} {u : F}
    (hH : H.IsSymmetric) (hu : HasGap H E0 G u) (v : F) :
    (E0 + G) * ‖excited u v‖ ^ 2 ≤ inner ℝ (excited u v) (H (excited u v)) := by
  apply rayleigh_lower hH
  intro μ y hy hμ
  by_cases hE : μ = E0
  · left
    obtain ⟨c, rfl⟩ := hu.simple y (hE ▸ hμ)
    simp only [excited, real_inner_smul_left, inner_sub_right, real_inner_smul_right,
      real_inner_self_eq_norm_sq, hu.unit]
    ring
  · exact Or.inr (hu.gap μ y hy hμ hE)

/-- For symmetric `H` with `HasGap H E0 G u`, the quantity `⟨v, H v⟩ - E0 ‖v‖²` is unchanged when
`v` is replaced by its excited part. -/
theorem energy_excess {H : F →ₗ[ℝ] F} {E0 G : ℝ} {u : F}
    (hH : H.IsSymmetric) (hu : HasGap H E0 G u) (v : F) :
    inner ℝ v (H v) - E0 * ‖v‖ ^ 2 =
      inner ℝ (excited u v) (H (excited u v)) - E0 * ‖excited u v‖ ^ 2 := by
  have h1 : inner ℝ u (H v) = E0 * inner ℝ u v := by
    rw [← hH u v, hu.eigen, real_inner_smul_left]
  have h2 : inner ℝ v u = inner ℝ u v := real_inner_comm _ _
  have h3 : inner ℝ u u = (1 : ℝ) := by
    rw [real_inner_self_eq_norm_sq, hu.unit]; norm_num
  rw [← real_inner_self_eq_norm_sq, ← real_inner_self_eq_norm_sq]
  simp only [excited, map_sub, map_smul, hu.eigen, inner_sub_left, inner_sub_right,
    real_inner_smul_left, real_inner_smul_right, h1, h2, h3]
  ring

/-- Matrix elements of an error operator of norm at most `ε` are at most `ε ‖x‖ ‖y‖`. -/
theorem error_element_le {V : F →ₗ[ℝ] F} {ε : ℝ} (hV : ∀ x, ‖V x‖ ≤ ε * ‖x‖) (x y : F) :
    |inner ℝ x (V y)| ≤ ε * (‖x‖ * ‖y‖) := by
  have h1 := abs_real_inner_le_norm x (V y)
  have h2 := mul_le_mul_of_nonneg_left (hV y) (norm_nonneg x)
  linarith

/-- The screened eigenvalue equation, projected on the excited part of `v`. -/
theorem excited_balance {H V : F →ₗ[ℝ] F} {E0 G E : ℝ} {u v : F}
    (hu : HasGap H E0 G u) (hv : IsGroundVector (H + V) E v) :
    inner ℝ (excited u v) (H (excited u v)) =
      E * ‖excited u v‖ ^ 2 - inner ℝ (excited u v) (V v) := by
  have h1 : H v = E • v - V v := by
    rw [← hv.eigen, LinearMap.add_apply]; abel
  have h2 : inner ℝ v u = inner ℝ u v := real_inner_comm _ _
  have h3 : inner ℝ u u = (1 : ℝ) := by
    rw [real_inner_self_eq_norm_sq, hu.unit]; norm_num
  rw [← real_inner_self_eq_norm_sq]
  simp only [excited, map_sub, map_smul, hu.eigen, h1, inner_sub_left, inner_sub_right,
    real_inner_smul_left, real_inner_smul_right, h2, h3]
  ring

/-- In finite dimension, let `H` and `V` be symmetric, with `HasGap H E0 G u` and with `V` of norm
at most `ε`. Then the screened ground energy is at most `E0 + ε`, and the excited part `w` of the
screened ground vector obeys `(G - ε) ‖w‖ ≤ ε`. -/
theorem screened_ground_bounds [FiniteDimensional ℝ F] {H V : F →ₗ[ℝ] F} {E0 G E ε : ℝ}
    {u v : F} (hH : H.IsSymmetric) (hVs : V.IsSymmetric) (hV : ∀ x, ‖V x‖ ≤ ε * ‖x‖)
    (hu : HasGap H E0 G u) (hv : IsGroundVector (H + V) E v) :
    E ≤ E0 + ε ∧ (G - ε) * ‖excited u v‖ ≤ ε := by
  have hE : E ≤ E0 + ε := by
    -- the exact ground vector is a trial vector for the screened problem
    have h1 := rayleigh_lower (hH.add hVs) (m := E) (x := u)
      (fun μ y hy hμ => Or.inr (hv.lowest μ y hy hμ))
    have h2 := (abs_le.1 (error_element_le hV u u)).2
    rw [LinearMap.add_apply, inner_add_right, hu.eigen, real_inner_smul_right,
      real_inner_self_eq_norm_sq, hu.unit] at h1
    rw [hu.unit] at h2
    linarith
  refine ⟨hE, ?_⟩
  have hε : 0 ≤ ε := by
    have h := (norm_nonneg _).trans (hV v)
    rwa [hv.unit, mul_one] at h
  have h1 := excited_energy_ge hH hu v
  rw [excited_balance hu hv] at h1
  have h2 := (abs_le.1 (error_element_le hV (excited u v) v)).1
  rw [hv.unit, mul_one] at h2
  rcases eq_or_lt_of_le (norm_nonneg (excited u v)) with h0 | hn
  · rw [← h0, mul_zero]; exact hε
  · refine le_of_mul_le_mul_right ?_ hn
    nlinarith [mul_nonneg (sub_nonneg.2 hE) (sq_nonneg ‖excited u v‖)]

/-- In finite dimension, let `H` be symmetric with simple lowest eigenvalue `E0` and gap `G`, and
let the symmetric screening error `V` have norm at most `ε < G`. The energy of a unit ground vector
of `H + V`, re-evaluated with `H`, exceeds `E0` by at most `G ε² / (G - ε)²` and never lies below
it. -/
theorem reevaluated_energy_error [FiniteDimensional ℝ F] {H V : F →ₗ[ℝ] F} {E0 G E ε : ℝ}
    {u v : F} (hH : H.IsSymmetric) (hVs : V.IsSymmetric) (hV : ∀ x, ‖V x‖ ≤ ε * ‖x‖)
    (hu : HasGap H E0 G u) (hv : IsGroundVector (H + V) E v) (hG : ε < G) :
    0 ≤ inner ℝ v (H v) - E0 ∧
      inner ℝ v (H v) - E0 ≤ G * ε ^ 2 / (G - ε) ^ 2 := by
  obtain ⟨hE, hw⟩ := screened_ground_bounds hH hVs hV hu hv
  have hd : 0 < G - ε := sub_pos.2 hG
  have hε : 0 ≤ ε := by
    have h := (norm_nonneg _).trans (hV v)
    rwa [hv.unit, mul_one] at h
  have h1 := energy_excess hH hu v
  rw [hv.unit, one_pow, mul_one] at h1
  have h2 := excited_energy_ge hH hu v
  have h3 := excited_balance hu hv
  have h4 := (abs_le.1 (error_element_le hV (excited u v) v)).1
  rw [hv.unit, mul_one] at h4
  have hn := norm_nonneg (excited u v)
  constructor
  · nlinarith [mul_nonneg (hε.trans hG.le) (sq_nonneg ‖excited u v‖)]
  · have h5 : ‖excited u v‖ ≤ ε / (G - ε) := by
      rw [le_div_iff₀ hd]; linarith
    have h6 : ‖excited u v‖ ^ 2 ≤ (ε / (G - ε)) ^ 2 := pow_le_pow_left₀ hn h5 2
    calc inner ℝ v (H v) - E0
        ≤ ε * ‖excited u v‖ ^ 2 + ε * ‖excited u v‖ := by
          nlinarith [mul_nonneg (sub_nonneg.2 hE) (sq_nonneg ‖excited u v‖)]
      _ ≤ ε * (ε / (G - ε)) ^ 2 + ε * (ε / (G - ε)) := by gcongr
      _ = G * ε ^ 2 / (G - ε) ^ 2 := by
          have hne := hd.ne'
          field_simp
          ring

/-- In finite dimension, for symmetric `H` with simple lowest eigenvalue `E0` and gap `G > 0`, and
symmetric `V` of norm at most `ε`, however large, the re-evaluated energy exceeds `E0` by at most
`4 ε² / G`. -/
theorem reevaluated_energy_error_uniform [FiniteDimensional ℝ F] {H V : F →ₗ[ℝ] F}
    {E0 G E ε : ℝ} {u v : F} (hH : H.IsSymmetric) (hVs : V.IsSymmetric)
    (hV : ∀ x, ‖V x‖ ≤ ε * ‖x‖) (hu : HasGap H E0 G u)
    (hv : IsGroundVector (H + V) E v) (hG : 0 < G) :
    inner ℝ v (H v) - E0 ≤ 4 * ε ^ 2 / G := by
  have huu : inner ℝ u u = (1 : ℝ) := by
    rw [real_inner_self_eq_norm_sq, hu.unit]; norm_num
  have hvv : inner ℝ v v = (1 : ℝ) := by
    rw [real_inner_self_eq_norm_sq, hv.unit]; norm_num
  have hvu : inner ℝ v u = inner ℝ u v := real_inner_comm _ _
  -- variational principle for the screened problem
  have h1 := rayleigh_lower (hH.add hVs) (m := E) (x := u)
    (fun μ y hy hμ => Or.inr (hv.lowest μ y hy hμ))
  rw [LinearMap.add_apply, inner_add_right, hu.eigen, real_inner_smul_right, huu,
    hu.unit] at h1
  have h2 : inner ℝ v (H v) + inner ℝ v (V v) = E := by
    rw [← inner_add_right, ← LinearMap.add_apply, hv.eigen, real_inner_smul_right, hvv,
      mul_one]
  -- the first-order terms differ by a single matrix element
  have h3 : inner ℝ (u - v) (V (u + v)) = inner ℝ u (V u) - inner ℝ v (V v) := by
    have h : inner ℝ v (V u) = inner ℝ u (V v) := by
      rw [← hVs v u]; exact real_inner_comm _ _
    simp only [map_add, inner_sub_left, inner_add_right, h]
    ring
  have h4 := (abs_le.1 (error_element_le hV (u - v) (u + v))).2
  have h5 : (‖u - v‖ * ‖u + v‖) ^ 2 = 4 * ‖excited u v‖ ^ 2 := by
    rw [mul_pow, ← real_inner_self_eq_norm_sq, ← real_inner_self_eq_norm_sq,
      ← real_inner_self_eq_norm_sq]
    simp only [excited, inner_sub_left, inner_sub_right, inner_add_left, inner_add_right,
      real_inner_smul_left, real_inner_smul_right, huu, hvv, hvu]
    ring
  have h6 := energy_excess hH hu v
  rw [hv.unit, one_pow, mul_one] at h6
  have h7 := excited_energy_ge hH hu v
  generalize ‖u - v‖ * ‖u + v‖ = p at h4 h5
  have h8 : inner ℝ v (H v) - E0 ≤ ε * p := by linarith
  have h9 : G * p ^ 2 / 4 ≤ inner ℝ v (H v) - E0 := by rw [h5]; linarith
  have h10 : inner ℝ v (H v) - E0 ≤ 2 * (ε * p) - G * p ^ 2 / 4 := by linarith
  rw [le_div_iff₀ hG]
  nlinarith [mul_le_mul_of_nonneg_right h10 hG.le, sq_nonneg (G * p / 2 - 2 * ε)]

/-- The operator on the plane with symmetric matrix `(a, b; b, d)`. -/
def twoLevel (a b d : ℝ) : EuclideanSpace ℝ (Fin 2) →ₗ[ℝ] EuclideanSpace ℝ (Fin 2) where
  toFun x := !₂[a * x 0 + b * x 1, b * x 0 + d * x 1]
  map_add' x y := by ext i; fin_cases i <;> simp <;> ring
  map_smul' r x := by ext i; fin_cases i <;> simp <;> ring

/-- The symmetric two-level error used in `second_order_sharp`, which states conditions under which
`(c, s)` is a ground vector once this error is added to `diag(0, G)`. -/
def tilt (G c s : ℝ) : EuclideanSpace ℝ (Fin 2) →ₗ[ℝ] EuclideanSpace ℝ (Fin 2) :=
  twoLevel (2 * G * s ^ 2 * c ^ 2) (G * s * c * (s ^ 2 - c ^ 2)) (-(2 * G * s ^ 2 * c ^ 2))

/-- For `G > 0`, `0 < s < c` and `c² + s² = 1`, the two-level Hamiltonian `diag(0, G)` with the
error `tilt G c s`, of norm at most `ε = G s c < G`, has the screened ground vector `(c, s)`,
whose re-evaluated energy lies above the exact value `0` by more than `ε² / G`. -/
theorem second_order_sharp {G c s : ℝ} (hG : 0 < G) (hs : 0 < s) (hsc : s < c)
    (h1 : c ^ 2 + s ^ 2 = 1) :
    (twoLevel 0 0 G).IsSymmetric ∧ (tilt G c s).IsSymmetric ∧
      HasGap (twoLevel 0 0 G) 0 G !₂[1, 0] ∧
      (∀ x, ‖tilt G c s x‖ ≤ G * s * c * ‖x‖) ∧ G * s * c < G ∧
      IsGroundVector (twoLevel 0 0 G + tilt G c s) (G * s ^ 2) !₂[c, s] ∧
      (G * s * c) ^ 2 / G < inner ℝ !₂[c, s] (twoLevel 0 0 G !₂[c, s]) := by
  have hc : 0 < c := hs.trans hsc
  have i2 : ∀ x y : EuclideanSpace ℝ (Fin 2), inner ℝ x y = x 0 * y 0 + x 1 * y 1 := by
    intro x y
    simp [PiLp.inner_apply, Fin.sum_univ_two]
    ring
  have n2 : ∀ x : EuclideanSpace ℝ (Fin 2), ‖x‖ ^ 2 = x 0 ^ 2 + x 1 ^ 2 := by
    intro x
    rw [← real_inner_self_eq_norm_sq, i2]; ring
  have n1 : ∀ x : EuclideanSpace ℝ (Fin 2), x 0 ^ 2 + x 1 ^ 2 = 1 → ‖x‖ = 1 := fun x h =>
    (sq_eq_sq₀ (norm_nonneg x) zero_le_one).1 (by rw [n2, h]; norm_num)
  have ext2 : ∀ x y : EuclideanSpace ℝ (Fin 2), x 0 = y 0 → x 1 = y 1 → x = y := by
    intro x y h0 h1
    ext i
    fin_cases i
    exacts [h0, h1]
  have c0 : ∀ a b d x, twoLevel a b d x 0 = a * x 0 + b * x 1 := fun _ _ _ _ => rfl
  have c1 : ∀ a b d x, twoLevel a b d x 1 = b * x 0 + d * x 1 := fun _ _ _ _ => rfl
  have sym : ∀ a b d, (twoLevel a b d).IsSymmetric := by
    intro a b d x y
    rw [i2, i2, c0, c1, c0, c1]; ring
  refine ⟨sym _ _ _, sym _ _ _, ⟨n1 _ ?_, ext2 _ _ ?_ ?_, ?_, ?_⟩, ?_, ?_,
    ⟨n1 _ h1, ext2 _ _ ?_ ?_, ?_⟩, ?_⟩
  · change (1 : ℝ) ^ 2 + 0 ^ 2 = 1
    norm_num
  · change (0 : ℝ) * 1 + 0 * 0 = 0 * 1
    norm_num
  · change (0 : ℝ) * 1 + G * 0 = 0 * 0
    norm_num
  · intro x hx
    have e1 : 0 * x 0 + G * x 1 = 0 * x 1 := congrArg (fun z => z 1) hx
    have hx1 : x 1 = 0 := by
      have h : G * x 1 = 0 := by linarith
      exact (mul_eq_zero.1 h).resolve_left hG.ne'
    refine ⟨x 0, ext2 _ _ ?_ ?_⟩
    · change x 0 = x 0 * 1
      ring
    · change x 1 = x 0 * 0
      rw [hx1, mul_zero]
  · intro μ x hx hμ hne
    have e0 : 0 * x 0 + 0 * x 1 = μ * x 0 := congrArg (fun z => z 0) hμ
    have e1 : 0 * x 0 + G * x 1 = μ * x 1 := congrArg (fun z => z 1) hμ
    have hx0 : x 0 = 0 := by
      have h : μ * x 0 = 0 := by linarith
      exact (mul_eq_zero.1 h).resolve_left hne
    have hx1 : x 1 ≠ 0 := fun h => hx (ext2 _ _ hx0 h)
    have h : G = μ := mul_right_cancel₀ hx1 (by linarith)
    linarith
  · intro x
    refine (sq_le_sq₀ (norm_nonneg _) (by positivity)).1 (le_of_eq ?_)
    rw [mul_pow, n2, n2, tilt, c0, c1]
    linear_combination
      (G * s * c) ^ 2 * (x 0 ^ 2 + x 1 ^ 2) * (c ^ 2 + s ^ 2 + 1) * h1
  · have h : s * c < 1 := by nlinarith [sq_nonneg (c - s)]
    nlinarith [mul_lt_mul_of_pos_left h hG]
  · change 0 * c + 0 * s + (2 * G * s ^ 2 * c ^ 2 * c + G * s * c * (s ^ 2 - c ^ 2) * s)
      = G * s ^ 2 * c
    linear_combination G * s ^ 2 * c * h1
  · change 0 * c + G * s + (G * s * c * (s ^ 2 - c ^ 2) * c + -(2 * G * s ^ 2 * c ^ 2) * s)
      = G * s ^ 2 * s
    linear_combination -(G * s * (1 + c ^ 2)) * h1
  · intro μ x hx hμ
    have e0 : 0 * x 0 + 0 * x 1 + (2 * G * s ^ 2 * c ^ 2 * x 0
        + G * s * c * (s ^ 2 - c ^ 2) * x 1) = μ * x 0 := congrArg (fun z => z 0) hμ
    have e1 : 0 * x 0 + G * x 1 + (G * s * c * (s ^ 2 - c ^ 2) * x 0
        + -(2 * G * s ^ 2 * c ^ 2) * x 1) = μ * x 1 := congrArg (fun z => z 1) hμ
    have hN : 0 < x 0 ^ 2 + x 1 ^ 2 := by
      rw [← n2]; exact pow_pos (norm_pos_iff.2 hx) 2
    -- the screened energy form is its lowest value plus a square
    have key : μ * (x 0 ^ 2 + x 1 ^ 2) = G * s ^ 2 * (x 0 ^ 2 + x 1 ^ 2)
        + G * (c ^ 2 - s ^ 2) * (s * x 0 - c * x 1) ^ 2 := by
      linear_combination (-(x 0)) * e0 - x 1 * e1
        + (G * s ^ 2 * x 0 ^ 2 - G * (c ^ 2 + 1) * x 1 ^ 2) * h1
    have hcs : 0 ≤ c ^ 2 - s ^ 2 := by nlinarith
    have hp : 0 ≤ G * (c ^ 2 - s ^ 2) * (s * x 0 - c * x 1) ^ 2 :=
      mul_nonneg (mul_nonneg hG.le hcs) (sq_nonneg _)
    exact le_of_mul_le_mul_right (by linarith) hN
  · rw [i2]
    change (G * s * c) ^ 2 / G < c * (0 * c + 0 * s) + s * (0 * c + G * s)
    rw [div_lt_iff₀ hG]
    have h : c ^ 2 < 1 := by nlinarith [pow_pos hs 2]
    nlinarith [mul_lt_mul_of_pos_left h (pow_pos (mul_pos hG hs) 2)]

end

end IntegralScreening
```

```lean
#print axioms IntegralScreening.reevaluated_energy_error
-- 'IntegralScreening.reevaluated_energy_error' depends on axioms: [propext, Classical.choice, Quot.sound]
#print axioms IntegralScreening.reevaluated_energy_error_uniform
-- 'IntegralScreening.reevaluated_energy_error_uniform' depends on axioms: [propext, Classical.choice, Quot.sound]
#print axioms IntegralScreening.second_order_sharp
-- 'IntegralScreening.second_order_sharp' depends on axioms: [propext, Classical.choice, Quot.sound]
```

## A fixed matrix and its screened version

Suppose that a configuration-interaction calculation with fixed orthonormal orbitals discards small two-electron integrals, and that its eigensolver, taken as fully converged, returns a unit vector $v$. One further matrix-vector product with the accurate integrals gives $Hv$, and then $\langle v,Hv\rangle$.

Here $H$ is the accurate matrix, $V$ the change caused by screening, and $H+V$ the matrix actually diagonalised. In Lean they are linear maps on a finite-dimensional real inner product space `F`, both symmetric. The hypothesis `hV` says $\|Vx\|\le\varepsilon\|x\|$: it limits the error of the whole matrix, and deriving $\varepsilon$ from a threshold on individual integrals is a separate task.

`HasGap H E0 G u` says that $u$ is a unit eigenvector with simple eigenvalue $E_0$ and that every other eigenvalue is at least $E_0+G$. Physically, $G$ bounds the first excitation energy within the chosen space from below. `IsGroundVector (H + V) E v` says that $v$ is a unit eigenvector for the lowest screened eigenvalue $E$, which may be degenerate.

For $\varepsilon<G$, `reevaluated_energy_error` states

$$0\le\langle v,Hv\rangle-E_0\le\frac{G\varepsilon^2}{(G-\varepsilon)^2}.$$

For any $G>0$, `reevaluated_energy_error_uniform` gives the upper bound $4\varepsilon^2/G$, even when $\varepsilon\ge G$. The matrix $H$ is fixed, so a self-consistent Fock matrix that changes with the density does not fit this setting, nor does the error of the finite basis enter.

## Only the excited component costs energy

Expanding $x$ in an orthonormal eigenbasis $b_i$ of a symmetric $A$, with eigenvalues $\mu_i$, gives $\langle x,Ax\rangle=\sum_i\mu_i\langle b_i,x\rangle^2$. If every eigenvector overlapping $x$ has eigenvalue at least $m$, this is at least $m\|x\|^2$. That is `rayleigh_lower`, proved term by term from the spectral theorem.

Using $u$ as a trial vector for $H+V$,

$$E\le\langle u,(H+V)u\rangle=E_0+\langle u,Vu\rangle\le E_0+\varepsilon.$$

Write $a=\langle u,v\rangle$ and $w=v-au$, which is `excited u v`. Since $w\perp u$ and $E_0$ is simple, `excited_energy_ge` gives $\langle w,Hw\rangle\ge(E_0+G)\|w\|^2$. The cross terms in $\langle v,Hv\rangle$ vanish and $a^2+\|w\|^2=1$, so the energy excess is (`energy_excess`)

$$\Delta=\langle v,Hv\rangle-E_0=\langle w,Hw\rangle-E_0\|w\|^2\ge G\|w\|^2\ge0.$$

Projecting $Hv=Ev-Vv$ on $w$ gives `excited_balance`, $\langle w,Hw\rangle=E\|w\|^2-\langle w,Vv\rangle$. With `error_element_le` bounding the last term,

$$G\|w\|^2\le\Delta=(E-E_0)\|w\|^2-\langle w,Vv\rangle\le\varepsilon\|w\|^2+\varepsilon\|w\|.$$

Hence $(G-\varepsilon)\|w\|\le\varepsilon$, trivially if $w=0$; `screened_ground_bounds` treats the two cases separately. Substituting $\|w\|\le\varepsilon/(G-\varepsilon)$,

$$\Delta\le\frac{\varepsilon^3}{(G-\varepsilon)^2}+\frac{\varepsilon^2}{G-\varepsilon}=\frac{G\varepsilon^2}{(G-\varepsilon)^2}.$$

The final `calc` block follows these lines: `nlinarith` supplies the first estimate, `gcongr` the substitution, and `field_simp` with `ring` the algebra.

For the uniform bound, $\langle v,Hv\rangle=E-\langle v,Vv\rangle$ and the trial-vector inequality give

$$\Delta\le\langle u,Vu\rangle-\langle v,Vv\rangle=\langle u-v,V(u+v)\rangle\le\varepsilon p,$$

where $p=\|u-v\|\,\|u+v\|$. Since $p^2=(2-2a)(2+2a)=4\|w\|^2$, also $Gp^2/4\le\Delta$. Therefore

$$\Delta\le2\varepsilon p-\frac{Gp^2}{4}\le\frac{4\varepsilon^2}{G},$$

the last step by completing the square, which Lean receives as a `sq_nonneg` hint.

## A two-level case with numbers

`second_order_sharp` takes $H=\mathrm{diag}(0,G)$ and the error `tilt G c s`, with $0<s<c$ and $c^2+s^2=1$. This error is a symmetric matrix chosen to test the bound, not one computed from discarded integrals. The screened ground vector is $(c,s)$, and $\varepsilon=Gsc$. Its energy excess $Gs^2$ exceeds $\varepsilon^2/G=Gs^2c^2$, so the coefficient $1/G$ of $\varepsilon^2$ to which the bound $G\varepsilon^2/(G-\varepsilon)^2$ reduces for small $\varepsilon$ cannot be lowered. The proof checks the eigenvalue equations by components and obtains the lowest eigenvalue by writing the screened energy as that value plus a nonnegative square.

Take $G=1$, $c=3/\sqrt{10}$ and $s=1/\sqrt{10}$. Then $\varepsilon=0.3$ and

$$H+V=\begin{pmatrix}0.18&-0.24\\-0.24&0.82\end{pmatrix}.$$

Applied to $(3,1)$ this gives $(0.3,0.1)$, so the eigenvalue is $0.1$; the other is $0.9$. With the accurate $H$, the normalised vector also has energy $s^2=0.1$: here $\langle v,Vv\rangle=0$, so re-evaluation changes nothing and the example only tests the bound. By contrast, if $V$ is $\varepsilon$ times the identity, the screened eigenvalue is off by $\varepsilon$ and the re-evaluated energy is exact. In the example the excess $0.1$ lies between $\varepsilon^2/G=0.09$ and the main bound $0.09/0.49\approx0.184$; the uniform bound is $0.36$.
